# A droplet of n sites on the simple cubic lattice has at least 6n^(2/3) surface bonds

At low temperature, atoms that attract one another can gather into a droplet, and those at its surface lack some of their neighbours. In a model whose energy only counts bonds between neighbours, each missing bond costs energy, so at a fixed number of atoms the energy is lowest when the fewest bonds are missing. How few can there be?

Let the atoms occupy a finite set $A$ of $n$ sites of the cubic lattice $\mathbb Z^3$, and let $S$ be the number of nearest-neighbour bonds joining $A$ to its complement. Then

$$S \ge 6\,n^{2/3},$$

with equality when $A$ is an $m\times m\times m$ cube.

## From shadows to the surface

Let $P_x, P_y, P_z$ be the numbers of lattice lines parallel to each axis that meet $A$. These are the areas of its three shadows. On each such line the last occupied site in either direction has an empty neighbour beyond it, so

$$S \ge 2(P_x+P_y+P_z).$$

Next, let $n_p$ be the number of occupied sites in the vertical column $p$. By Cauchy–Schwarz over the $P_z$ occupied columns,

$$n^2=\Big(\sum_p n_p\Big)^2\le P_z\sum_p n_p^2 .$$

The last sum counts ordered pairs of occupied sites $(x,y,z),(x,y,z')$ in a common column. Send such a pair to $\big((y,z),(x,z')\big)$, a point of the first shadow and a point of the second. All four coordinates can be read off, so different pairs have different images, and $\sum_p n_p^2\le P_xP_y$. Hence $n^2\le P_xP_yP_z$, the Loomis–Whitney inequality for finite sets of sites in three dimensions.

For $a,b,c\ge 0$,

$$(a+b+c)^3-27abc=\tfrac12(a+b+c)\big[(a-b)^2+(b-c)^2+(c-a)^2\big]+3\big[a(b-c)^2+b(c-a)^2+c(a-b)^2\big]\ge 0.$$

Therefore $S^3\ge 8(P_x+P_y+P_z)^3\ge 216\,P_xP_yP_z\ge 216\,n^2$, and the cube root gives the bound.

An $a\times b\times c$ box with positive sides has one face of exposed sites per direction, so $S=2(ab+bc+ca)$. For a cube this is $6m^2=6(m^3)^{2/3}$.

## The energy of the droplet

Let each occupied neighbour pair contribute $-\varepsilon$, and let $B$ be the number of such pairs. Counting the six bonds of every occupied site gives $6n=2B+S$, so

$$E=-\varepsilon B=-3\varepsilon n+\tfrac{\varepsilon}{2}S\ge-3\varepsilon n+3\varepsilon n^{2/3}\qquad(\varepsilon\ge0).$$

For the classical lattice gas on the simple cubic lattice with nearest-neighbour attraction only, this gives a floor for the energy at fixed $n$, on the infinite lattice or in a finite box with free boundaries. It can fail in a simulation with periodic boundaries: a completely filled periodic box with at least three sites along each side has no surface bonds, and its energy is $-3\varepsilon n$. The bound carries over to a real cluster if its atoms sit on a simple cubic lattice and its energy is given by counting such bonds, without relaxation or longer-range forces.

## Sites, bonds and shadows in Lean

```lean
import Mathlib

open Finset

namespace LatticeDroplet

noncomputable section
```

A site is a triple of integers, and the lattice is infinite, with no container walls.

```lean
/-- A site of the simple cubic lattice. -/
abbrev Site := ℤ × ℤ × ℤ

/-- The six steps from a site to its nearest neighbours. -/
def steps : Finset Site :=
  {(1, 0, 0), (-1, 0, 0), (0, 1, 0), (0, -1, 0), (0, 0, 1), (0, 0, -1)}
```

A surface bond is stored as an occupied site and a step to an empty one. Only one end is occupied, so each bond appears once.

```lean
/-- The bonds joining the droplet `A` to its complement, each recorded once as an occupied
site together with the step that leads to an empty neighbour. -/
def surfaceBonds (A : Finset Site) : Finset (Site × Site) :=
  (A ×ˢ steps).filter (fun p => p.1 + p.2 ∉ A)
```

For a single direction, `exits` collects the exposed sites.

```lean
/-- The occupied sites whose neighbour in direction `d` is empty. -/
def exits (A : Finset Site) (d : Site) : Finset Site :=
  A.filter (fun x => x + d ∉ A)
```

The shadows are the images of $A$ under three projections, each of which deletes one coordinate.

```lean
/-- Projection along the first axis. -/
def dropX (x : Site) : ℤ × ℤ := (x.2.1, x.2.2)

/-- Projection along the second axis. -/
def dropY (x : Site) : ℤ × ℤ := (x.1, x.2.2)

/-- Projection along the third axis. -/
def dropZ (x : Site) : ℤ × ℤ := (x.1, x.2.1)
```

The intervals `Ico` include their lower end and exclude their upper end, so the sides of the box contain `a`, `b` and `c` sites.

```lean
/-- The box of `a × b × c` sites whose lowest corner is `p`. -/
def box (p : Site) (a b c : ℕ) : Finset Site :=
  Ico p.1 (p.1 + a) ×ˢ (Ico p.2.1 (p.2.1 + b) ×ˢ Ico p.2.2 (p.2.2 + c))
```

The energy counts ordered pairs, $2B$ in number, which explains the factor $\varepsilon/2$.

```lean
/-- Lattice-gas energy: each pair of occupied nearest neighbours contributes `-ε`. The pairs are
counted from both ends, hence the factor one half. -/
def energy (ε : ℝ) (A : Finset Site) : ℝ :=
  -(ε / 2) * (((A ×ˢ steps).filter (fun p => p.1 + p.2 ∈ A)).card : ℝ)
```

## The lower bound

The surface is first sorted by direction.

```lean
/-- The surface bonds are the sum of the contributions of the six directions. -/
theorem card_surfaceBonds (A : Finset Site) :
    (surfaceBonds A).card =
      (exits A (1, 0, 0)).card + (exits A (-1, 0, 0)).card + (exits A (0, 1, 0)).card +
      (exits A (0, -1, 0)).card + (exits A (0, 0, 1)).card + (exits A (0, 0, -1)).card := by
  have h : (surfaceBonds A).card = ∑ d ∈ steps, (exits A d).card := by
    simp only [surfaceBonds, exits, Finset.card_filter, Finset.sum_product_right]
  rw [h]
  simp [steps, add_assoc]
```

The next lemma is the "last occupied site" argument for all directions at once. Here `π` is a projection, not the number, and `h` is a height that grows along the step `d`. A site of greatest height above a shadow point must be exposed.

```lean
/-- If a step `d` leaves the projection `π` unchanged and raises a height `h`, then at least as many
occupied sites of `A` have an empty neighbour in direction `d` as there are points in the shadow of
`A` under `π`. -/
theorem shadow_le_exits (A : Finset Site) (d : Site) (π : Site → ℤ × ℤ) (h : Site → ℤ)
    (hπ : ∀ x, π (x + d) = π x) (hh : ∀ x, h x < h (x + d)) :
    (A.image π).card ≤ (exits A d).card := by
  have hsub : A.image π ⊆ (exits A d).image π := by
    intro p hp
    obtain ⟨a, ha, rfl⟩ := Finset.mem_image.mp hp
    -- the highest occupied site above a shadow point has an empty neighbour
    obtain ⟨x, hx, hmax⟩ := Finset.exists_max_image (A.filter (fun y => π y = π a)) h
      ⟨a, Finset.mem_filter.mpr ⟨ha, rfl⟩⟩
    rw [Finset.mem_filter] at hx
    refine Finset.mem_image.mpr ⟨x, Finset.mem_filter.mpr ⟨hx.1, fun hxd => ?_⟩, hx.2⟩
    exact absurd (hmax (x + d) (Finset.mem_filter.mpr ⟨hxd, (hπ x).trans hx.2⟩))
      (not_le_of_gt (hh x))
  exact (Finset.card_le_card hsub).trans Finset.card_image_le
```

Six applications, two per shadow, give the factor 2.

```lean
/-- The number of surface bonds is at least twice the total area of the three shadows. -/
theorem two_mul_shadows_le (A : Finset Site) :
    2 * ((A.image dropX).card + (A.image dropY).card + (A.image dropZ).card)
      ≤ (surfaceBonds A).card := by
  rw [card_surfaceBonds]
  have h1 := shadow_le_exits A (1, 0, 0) dropX (fun x => x.1)
    (by intro x; simp [dropX]) (by intro x; simp)
  have h2 := shadow_le_exits A (-1, 0, 0) dropX (fun x => -x.1)
    (by intro x; simp [dropX]) (by intro x; simp)
  have h3 := shadow_le_exits A (0, 1, 0) dropY (fun x => x.2.1)
    (by intro x; simp [dropY]) (by intro x; simp)
  have h4 := shadow_le_exits A (0, -1, 0) dropY (fun x => -x.2.1)
    (by intro x; simp [dropY]) (by intro x; simp)
  have h5 := shadow_le_exits A (0, 0, 1) dropZ (fun x => x.2.2)
    (by intro x; simp [dropZ]) (by intro x; simp)
  have h6 := shadow_le_exits A (0, 0, -1) dropZ (fun x => -x.2.2)
    (by intro x; simp [dropZ]) (by intro x; simp)
  omega
```

In the following proof `T` is the set of pairs in a common column, `hT` bounds its size by means of the injection into the product of two shadows, and `hsum` identifies the size of `T` with $\sum_p n_p^2$. The `calc` block is the Cauchy–Schwarz step.

```lean
/-- Discrete Loomis–Whitney inequality: the squared number of sites is at most the product of
the areas of the three shadows. -/
theorem loomis_whitney (A : Finset Site) :
    A.card ^ 2 ≤ (A.image dropZ).card * ((A.image dropX).card * (A.image dropY).card) := by
  -- pairs of sites in a common vertical column
  let T := (A ×ˢ A).filter (fun q => dropZ q.1 = dropZ q.2)
  have hT : T.card ≤ (A.image dropX ×ˢ A.image dropY).card := by
    apply Finset.card_le_card_of_injOn (fun q => (dropX q.1, dropY q.2))
    · intro q hq
      have hq' := Finset.mem_product.mp (Finset.mem_filter.mp (Finset.mem_coe.mp hq)).1
      show (dropX q.1, dropY q.2) ∈ A.image dropX ×ˢ A.image dropY
      exact Finset.mem_product.mpr
        ⟨Finset.mem_image_of_mem _ hq'.1, Finset.mem_image_of_mem _ hq'.2⟩
    · rintro ⟨⟨a, b, c⟩, ⟨a', b', c'⟩⟩ h ⟨⟨u, v, w⟩, ⟨u', v', w'⟩⟩ h' e
      have h1 := (Finset.mem_filter.mp (Finset.mem_coe.mp h)).2
      have h2 := (Finset.mem_filter.mp (Finset.mem_coe.mp h')).2
      simp only [dropX, dropY, dropZ, Prod.mk.injEq] at h1 h2 e ⊢
      omega
  have hsum : T.card = ∑ p ∈ A.image dropZ, (A.filter (fun x => dropZ x = p)).card ^ 2 := by
    rw [Finset.card_eq_sum_card_fiberwise (f := fun q => dropZ q.1) (t := A.image dropZ)]
    · refine Finset.sum_congr rfl fun p _ => ?_
      rw [sq, ← Finset.card_product]
      congr 1
      ext ⟨x, y⟩
      simp only [T, Finset.mem_filter, Finset.mem_product]
      constructor
      · rintro ⟨⟨⟨hx, hy⟩, hxy⟩, hp⟩
        exact ⟨⟨hx, hp⟩, hy, hxy.symm.trans hp⟩
      · rintro ⟨⟨hx, hp⟩, hy, hp'⟩
        exact ⟨⟨⟨hx, hy⟩, hp.trans hp'.symm⟩, hp⟩
    · intro q hq
      have hq' := Finset.mem_product.mp (Finset.mem_filter.mp (Finset.mem_coe.mp hq)).1
      exact Finset.mem_coe.mpr (Finset.mem_image_of_mem dropZ hq'.1)
  -- Cauchy–Schwarz over the columns
  calc A.card ^ 2
      = (∑ p ∈ A.image dropZ, (A.filter (fun x => dropZ x = p)).card) ^ 2 := by
        rw [← Finset.card_eq_sum_card_image]
    _ ≤ (A.image dropZ).card *
          ∑ p ∈ A.image dropZ, (A.filter (fun x => dropZ x = p)).card ^ 2 :=
        sq_sum_le_card_mul_sum_sq
    _ ≤ _ := by
        rw [← hsum, ← Finset.card_product (A.image dropX)]
        exact Nat.mul_le_mul_left _ hT
```

The main theorem holds for every finite set, including the empty one. `amgm` is the inequality for $(a+b+c)^3$, with the squares supplied to `nlinarith`. Instead of taking a cube root, the proof assumes $S<6n^{2/3}$ and cubes it to reach a contradiction.

```lean
/-- A droplet of `n` sites on the cubic lattice has at least `6 n^(2/3)` bonds to its
complement. -/
theorem surface_bound (A : Finset Site) :
    6 * (A.card : ℝ) ^ (2 / 3 : ℝ) ≤ ((surfaceBonds A).card : ℝ) := by
  have hS : 2 * (((A.image dropX).card : ℝ) + (A.image dropY).card + (A.image dropZ).card)
      ≤ (surfaceBonds A).card := by exact_mod_cast two_mul_shadows_le A
  have hL : (A.card : ℝ) ^ 2 ≤
      (A.image dropZ).card * ((A.image dropX).card * (A.image dropY).card) := by
    exact_mod_cast loomis_whitney A
  have amgm : ∀ a b c : ℝ, 0 ≤ a → 0 ≤ b → 0 ≤ c →
      27 * (c * (a * b)) ≤ (a + b + c) ^ 3 := by
    intro a b c ha hb hc
    nlinarith [mul_nonneg ha (sq_nonneg (b - c)), mul_nonneg ha (sq_nonneg (a - b)),
      mul_nonneg ha (sq_nonneg (a - c)), mul_nonneg hb (sq_nonneg (b - c)),
      mul_nonneg hb (sq_nonneg (a - b)), mul_nonneg hb (sq_nonneg (a - c)),
      mul_nonneg hc (sq_nonneg (b - c)), mul_nonneg hc (sq_nonneg (a - b)),
      mul_nonneg hc (sq_nonneg (a - c))]
  have hG := amgm (A.image dropX).card (A.image dropY).card (A.image dropZ).card
    (Nat.cast_nonneg _) (Nat.cast_nonneg _) (Nat.cast_nonneg _)
  have hC := pow_le_pow_left₀ (by positivity) hS 3
  have hr : ((A.card : ℝ) ^ (2 / 3 : ℝ)) ^ 3 = (A.card : ℝ) ^ 2 := by
    rw [← Real.rpow_natCast ((A.card : ℝ) ^ (2 / 3 : ℝ)) 3,
      ← Real.rpow_mul (Nat.cast_nonneg _)]
    norm_num
  -- compare the cubes of the two sides
  by_contra hlt
  have h3 := pow_lt_pow_left₀ (not_le.mp hlt) (Nat.cast_nonneg _) (three_ne_zero)
  rw [mul_pow, hr] at h3
  rw [mul_pow] at hC
  linarith
```

## Boxes and cubes

Each of `h1` to `h6` identifies the exposed sites in one direction as a face. The formula fails if one side is zero and the other two are positive: the box is then empty, but one product remains.

```lean
/-- A box with positive sides `a`, `b`, `c` has exactly `2 (ab + bc + ca)` surface bonds. -/
theorem surface_box (p : Site) (a b c : ℕ) (ha : 0 < a) (hb : 0 < b) (hc : 0 < c) :
    (surfaceBonds (box p a b c)).card = 2 * (a * b + b * c + c * a) := by
  obtain ⟨i, j, k⟩ := p
  -- the sites with an empty neighbour in a given direction form one face
  have h1 : exits (box (i, j, k) a b c) (1, 0, 0) =
      {i + a - 1} ×ˢ (Ico j (j + b) ×ˢ Ico k (k + c)) := by
    ext ⟨x, y, z⟩
    simp only [exits, box, mem_filter, mem_product, mem_Ico, mem_singleton, Prod.mk_add_mk]
    omega
  have h2 : exits (box (i, j, k) a b c) (-1, 0, 0) =
      {i} ×ˢ (Ico j (j + b) ×ˢ Ico k (k + c)) := by
    ext ⟨x, y, z⟩
    simp only [exits, box, mem_filter, mem_product, mem_Ico, mem_singleton, Prod.mk_add_mk]
    omega
  have h3 : exits (box (i, j, k) a b c) (0, 1, 0) =
      Ico i (i + a) ×ˢ ({j + b - 1} ×ˢ Ico k (k + c)) := by
    ext ⟨x, y, z⟩
    simp only [exits, box, mem_filter, mem_product, mem_Ico, mem_singleton, Prod.mk_add_mk]
    omega
  have h4 : exits (box (i, j, k) a b c) (0, -1, 0) =
      Ico i (i + a) ×ˢ ({j} ×ˢ Ico k (k + c)) := by
    ext ⟨x, y, z⟩
    simp only [exits, box, mem_filter, mem_product, mem_Ico, mem_singleton, Prod.mk_add_mk]
    omega
  have h5 : exits (box (i, j, k) a b c) (0, 0, 1) =
      Ico i (i + a) ×ˢ (Ico j (j + b) ×ˢ {k + c - 1}) := by
    ext ⟨x, y, z⟩
    simp only [exits, box, mem_filter, mem_product, mem_Ico, mem_singleton, Prod.mk_add_mk]
    omega
  have h6 : exits (box (i, j, k) a b c) (0, 0, -1) =
      Ico i (i + a) ×ˢ (Ico j (j + b) ×ˢ {k}) := by
    ext ⟨x, y, z⟩
    simp only [exits, box, mem_filter, mem_product, mem_Ico, mem_singleton, Prod.mk_add_mk]
    omega
  rw [card_surfaceBonds, h1, h2, h3, h4, h5, h6]
  simp only [card_product, card_singleton, Int.card_Ico, add_sub_cancel_left,
    Int.toNat_natCast]
  ring
```

The equality for cubes also holds at $m=0$, where both sides vanish. If $n$ is not a perfect cube, equality is impossible, because $n^{2/3}$ is then irrational while $S$ is an integer.

```lean
/-- An `m × m × m` cube attains equality in the surface bound. -/
theorem surface_cube (p : Site) (m : ℕ) :
    ((surfaceBonds (box p m m m)).card : ℝ) =
      6 * ((box p m m m).card : ℝ) ^ (2 / 3 : ℝ) := by
  rcases Nat.eq_zero_or_pos m with rfl | hm
  · norm_num [surfaceBonds, box, Real.zero_rpow]
  · have hcard : (box p m m m).card = m ^ 3 := by
      simp only [box, card_product, Int.card_Ico, add_sub_cancel_left, Int.toNat_natCast]
      ring
    have hr : ((m : ℝ) ^ 3) ^ (2 / 3 : ℝ) = (m : ℝ) ^ 2 := by
      rw [← Real.rpow_natCast (m : ℝ) 3, ← Real.rpow_mul (Nat.cast_nonneg _)]
      norm_num
    rw [surface_box p m m m hm hm hm, hcard]
    push_cast
    rw [hr]
    ring
```

## Bulk and surface energy

The identity `h` is $2B+S=6n$. The splitting of the energy holds for either sign of `ε`.

```lean
/-- The energy of a droplet is a bulk term `-3ε` per site plus `ε/2` per surface bond. -/
theorem energy_eq (ε : ℝ) (A : Finset Site) :
    energy ε A = -3 * ε * A.card + ε / 2 * (surfaceBonds A).card := by
  have hs : steps.card = 6 := by decide
  have h : ((A ×ˢ steps).filter (fun p => p.1 + p.2 ∈ A)).card + (surfaceBonds A).card
      = A.card * 6 := by
    rw [← hs, ← Finset.card_product]
    simp only [surfaceBonds, Finset.card_eq_sum_ones]
    exact Finset.sum_filter_add_sum_filter_not _ _ _
  have h' : (((A ×ˢ steps).filter (fun p => p.1 + p.2 ∈ A)).card : ℝ)
      + (surfaceBonds A).card = A.card * 6 := by exact_mod_cast h
  unfold energy
  linear_combination (-(ε / 2)) * h'
```

The lower bound assumes `0 ≤ ε`, meaning that neighbours attract or do not interact.

```lean
/-- For a bond strength `ε ≥ 0`, the energy of a droplet of `n` sites is at least
`-3εn + 3εn^(2/3)`. -/
theorem energy_bound (ε : ℝ) (hε : 0 ≤ ε) (A : Finset Site) :
    -3 * ε * A.card + 3 * ε * (A.card : ℝ) ^ (2 / 3 : ℝ) ≤ energy ε A := by
  rw [energy_eq]
  have h := mul_le_mul_of_nonneg_left (surface_bound A) (half_pos_or_zero ε hε)
  linarith
where
  half_pos_or_zero (ε : ℝ) (hε : 0 ≤ ε) : 0 ≤ ε / 2 := by positivity

end

end LatticeDroplet
```

```lean
#print axioms LatticeDroplet.surface_bound
-- 'LatticeDroplet.surface_bound' depends on axioms: [propext, Classical.choice, Quot.sound]
#print axioms LatticeDroplet.surface_cube
-- 'LatticeDroplet.surface_cube' depends on axioms: [propext, Classical.choice, Quot.sound]
#print axioms LatticeDroplet.energy_bound
-- 'LatticeDroplet.energy_bound' depends on axioms: [propext, Classical.choice, Quot.sound]
```
